# Exact term values of a rigid-rotor doublet with spin–orbit coupling, from Hund's case (b) to case (a)

The starting point is a real 2×2 matrix whose entries are taken as given, not derived from angular-momentum operators. Its parameters are the orbital projection $L$ (usually written $\Lambda$), $X=(J+\tfrac12)^2$ and $Y=A/B$, where $J$ is the total angular momentum, $A$ the spin–orbit constant and $B>0$ the rotational constant. All three are real numbers, so quantised values are special cases. The condition $L^2\le X$ keeps the coupling real.

For a single doublet state (electron spin ½) of a diatomic molecule, without centrifugal distortion, spin–rotation coupling or Λ-doubling, the eigenvalues of this matrix are, in units of $B$ and up to a constant shift common to all levels of the state, the two term values that share the same $J$. The lowest $J$ of a state with $L\ge1$ is an exception, discussed below.

```lean
import Mathlib

open Matrix Filter Topology

namespace DoubletHundCases

noncomputable section
```

The first line loads the mathematical library Mathlib. The `open` line makes the notation for matrices and limits available.

## The matrix and its two term values

```lean
/-- Rotational and spin-orbit Hamiltonian, in units of `B`, of a doublet state with orbital
projection `L`, in the case (a) basis `Ω = L + 1/2, L - 1/2`; here `X = (J + 1/2)²` and
`Y = A / B`, on the domain `L² ≤ X`. -/
def doubletH (L X Y : ℝ) : Matrix (Fin 2) (Fin 2) ℝ :=
  !![X - L + L * Y / 2, -√(X - L ^ 2); -√(X - L ^ 2), X + L - L * Y / 2]
```

A `def` introduces a name and proves nothing. Rows are separated by a semicolon, so this reads
$$H=\begin{pmatrix}X-L+LY/2&-\sqrt{X-L^2}\\-\sqrt{X-L^2}&X+L-LY/2\end{pmatrix}.$$
The diagonal holds the case (a) energies, and the off-diagonal element is the spin-uncoupling term. Energies are in units of $B$, with a constant shift chosen so that the case (b) terms come out as $N(N+1)$, where $N$ is the angular momentum without spin.

At the edge $X=L^2$ with $L\ge1$, that is $J=L-\tfrac12$, a real molecule has only the $\Omega=L-\tfrac12$ state. The matrix then decouples, and its first diagonal entry is not a physical level.

```lean
/-- The upper term value `X + √(4X + L²Y(Y-4))/2`, in units of `B`, for `L² ≤ X`. -/
def upperTerm (L X Y : ℝ) : ℝ := X + √(4 * X + L ^ 2 * (Y * (Y - 4))) / 2
```

With $R=4X+L^2Y(Y-4)$, the upper term is $X+\sqrt R/2$.

```lean
/-- The lower term value `X - √(4X + L²Y(Y-4))/2`, in units of `B`, for `L² ≤ X`. -/
def lowerTerm (L X Y : ℝ) : ℝ := X - √(4 * X + L ^ 2 * (Y * (Y - 4))) / 2
```

The lower term is $X-\sqrt R/2$.

```lean
/-- The doublet splitting: upper term value minus lower term value. -/
def splitting (L X Y : ℝ) : ℝ := upperTerm L X Y - lowerTerm L X Y
```

The splitting, called $g$ below, is upper minus lower, so it is never negative, even for an inverted doublet with $A<0$. It compares two levels of the same $J$. In case (b) these have different $N$, so $g$ is not the spin splitting of a single rotational level $N$.

```lean
/-- The splitting is the square root of `4X + L²Y(Y-4)`. -/
theorem splitting_eq (L X Y : ℝ) :
    splitting L X Y = √(4 * X + L ^ 2 * (Y * (Y - 4))) := by
  unfold splitting upperTerm lowerTerm
  ring
```

A `theorem` states a claim, and its proof follows `:= by`. Here $g=\sqrt R/2+\sqrt R/2=\sqrt R$: `unfold` inserts the definitions and `ring` does the algebra.

```lean
/-- The quantity under the square root is nonnegative whenever `L² ≤ X`. -/
theorem radicand_nonneg {L X : ℝ} (h : L ^ 2 ≤ X) (Y : ℝ) :
    0 ≤ 4 * X + L ^ 2 * (Y * (Y - 4)) := by
  nlinarith [sq_nonneg (L * (Y - 2))]
```

The name `h` labels the assumption $L^2\le X$. Put $d=L(Y-2)$. Expanding the square gives
$$R=d^2+4(X-L^2)\ge0.$$
The tactic `nlinarith` is handed $d^2\ge0$ and completes the inequality.

## From the determinant to the energies

```lean
/-- For `L² ≤ X` the secular determinant of `doubletH` factorises over the upper and lower term
values. -/
theorem secular_det {L X : ℝ} (h : L ^ 2 ≤ X) (Y E : ℝ) :
    (E • (1 : Matrix (Fin 2) (Fin 2) ℝ) - doubletH L X Y).det =
      (E - upperTerm L X Y) * (E - lowerTerm L X Y) := by
  have hs := Real.sq_sqrt (sub_nonneg.2 h)
  have hr := Real.sq_sqrt (radicand_nonneg h Y)
  simp [Matrix.det_fin_two, doubletH]
  unfold upperTerm lowerTerm
  linear_combination (-1 : ℝ) * hs + (1 / 4 : ℝ) * hr
```

The diagonal entries are $X\pm d/2$, so
$$\det(E\,\mathbf 1-H)=(E-X)^2-\frac{d^2}{4}-(X-L^2)=(E-X)^2-\frac R4,$$
which factorises into $(E-X-\sqrt R/2)(E-X+\sqrt R/2)$. The facts `hs` and `hr` say that squaring the two square roots returns their arguments, and `linear_combination` adds them with the right coefficients. The factorisation also fixes multiplicities: if $R=0$, the two terms coincide in a double root.

```lean
/-- For `L² ≤ X` and any real `Y`, the eigenvalues of the matrix `doubletH L X Y` are exactly the
upper and lower term values. -/
theorem doublet_energies {L X : ℝ} (h : L ^ 2 ≤ X) (Y E : ℝ) :
    (∃ v : Fin 2 → ℝ, v ≠ 0 ∧ doubletH L X Y *ᵥ v = E • v) ↔
      E = upperTerm L X Y ∨ E = lowerTerm L X Y := by
  -- an eigenvector is a null vector of the secular matrix
  have key : (∃ v : Fin 2 → ℝ, v ≠ 0 ∧ doubletH L X Y *ᵥ v = E • v) ↔
      ∃ v : Fin 2 → ℝ, v ≠ 0 ∧
        (E • (1 : Matrix (Fin 2) (Fin 2) ℝ) - doubletH L X Y) *ᵥ v = 0 := by
    refine exists_congr fun v => and_congr_right fun _ => ?_
    rw [Matrix.sub_mulVec, Matrix.smul_mulVec, Matrix.one_mulVec, sub_eq_zero]
    exact eq_comm
  rw [key, Matrix.exists_mulVec_eq_zero_iff, secular_det h, mul_eq_zero, sub_eq_zero,
    sub_eq_zero]
```

In words: a nonzero vector $v$ with $Hv=Ev$ exists if and only if $E$ is one of the two terms. The symbol `*ᵥ` applies a matrix to a vector, and `•` multiplies by a scalar.

By hand, $Hv=Ev$ is the same as $(E\,\mathbf 1-H)v=0$, which is the step called `key`. Such a homogeneous system has a nonzero solution exactly when its determinant vanishes, and a product vanishes when one of its factors does.

Without $L^2\le X$ the statement fails. Take $L=1$, $X=0$, $Y=0$. Lean sets the square root of a negative number to zero, so the matrix is diagonal with eigenvalues $-1$ and $1$, while both term formulas give $0$.

In a program that builds this block for each $J$ and diagonalises it numerically, the closed form is a direct check. For $L=1$, $J=\tfrac32$, $Y=0$ the block is $\begin{pmatrix}3&-\sqrt3\\-\sqrt3&5\end{pmatrix}$, and the routine should return $2$ and $6$.

```lean
/-- For `1 ≤ X` the eigenvalues of the doublet Π matrix (`L = 1`), in units of `B`, are exactly `X ±
√(4X + Y(Y-4))/2`. -/
theorem doublet_pi_energies {X : ℝ} (h : 1 ≤ X) (Y E : ℝ) :
    (∃ v : Fin 2 → ℝ, v ≠ 0 ∧
      !![X - 1 + Y / 2, -√(X - 1); -√(X - 1), X + 1 - Y / 2] *ᵥ v = E • v) ↔
      E = X + √(4 * X + Y * (Y - 4)) / 2 ∨ E = X - √(4 * X + Y * (Y - 4)) / 2 := by
  have h1 : (1 : ℝ) ^ 2 ≤ X := by linarith
  simpa only [doubletH, upperTerm, lowerTerm, one_pow, one_mul] using
    doublet_energies h1 Y E
```

This is the Π state, $L=1$, with the matrix written out. The proof substitutes $L=1$ into the general theorem.

## Weak coupling and the smallest splitting

```lean
/-- Case (b): without spin-orbit coupling the two term values are `N(N+1)` with
`N = J + 1/2` and `N = J - 1/2`. -/
theorem case_b_terms (L : ℝ) {J : ℝ} (hJ : 0 ≤ J) :
    upperTerm L ((J + 1 / 2) ^ 2) 0 = (J + 1 / 2) * ((J + 1 / 2) + 1) ∧
      lowerTerm L ((J + 1 / 2) ^ 2) 0 = (J - 1 / 2) * ((J - 1 / 2) + 1) := by
  have hr : √(4 * (J + 1 / 2) ^ 2 + L ^ 2 * (0 * (0 - 4))) = 2 * J + 1 := by
    rw [show 4 * (J + 1 / 2) ^ 2 + L ^ 2 * (0 * (0 - 4)) = (2 * J + 1) ^ 2 by ring]
    exact Real.sqrt_sq (by linarith)
  unfold upperTerm lowerTerm
  rw [hr]
  constructor <;> ring
```

At $Y=0$ the radicand is $R=(2J+1)^2$, and $J\ge0$ gives $\sqrt R=2J+1$. The terms are therefore
$$(J+\tfrac12)^2\pm(J+\tfrac12),$$
which equal $N(N+1)$ for $N=J\pm\tfrac12$. This theorem concerns the formulas alone; that they are energies of $H$ comes from `doublet_energies`, under $L^2\le X$.

```lean
/-- For `L ≠ 0` and `L² ≤ X`, the splitting equals `2√X` exactly at the two coupling strengths `Y =
0` and `Y = 4`. -/
theorem splitting_eq_case_b_iff {L X : ℝ} (hL : L ≠ 0) (h : L ^ 2 ≤ X) (Y : ℝ) :
    splitting L X Y = 2 * √X ↔ Y = 0 ∨ Y = 4 := by
  have hX : 0 ≤ 4 * X := by nlinarith [sq_nonneg L]
  have h2 : 2 * √X = √(4 * X) := by
    rw [show 4 * X = 2 ^ 2 * X by ring, Real.sqrt_mul (by norm_num),
      Real.sqrt_sq (by norm_num)]
  rw [splitting_eq, h2, Real.sqrt_inj (radicand_nonneg h Y) hX, add_eq_left, mul_eq_zero,
    mul_eq_zero, sub_eq_zero]
  exact or_iff_right (pow_ne_zero 2 hL)
```

Since $2\sqrt X=\sqrt{4X}$, equality of the splittings means $R=4X$, or $L^2Y(Y-4)=0$. With $L\ne0$ this leaves $Y=0$ or $Y=4$. At $Y=4$ the two diagonal entries have merely changed places compared with $Y=0$, so $H$ has the same two eigenvalues at both couplings.

```lean
/-- For `L ≠ 0` and `L² ≤ X`, the splitting exceeds `2√(X - L²)` at every coupling strength other
than `Y = 2`. -/
theorem splitting_gt_of_ne_two {L X Y : ℝ} (hL : L ≠ 0) (h : L ^ 2 ≤ X) (hY : Y ≠ 2) :
    2 * √(X - L ^ 2) < splitting L X Y := by
  have h2 : 2 * √(X - L ^ 2) = √(4 * (X - L ^ 2)) := by
    rw [show 4 * (X - L ^ 2) = 2 ^ 2 * (X - L ^ 2) by ring, Real.sqrt_mul (by norm_num),
      Real.sqrt_sq (by norm_num)]
  have hp : 0 < (L * (Y - 2)) ^ 2 :=
    sq_pos_of_ne_zero (mul_ne_zero hL (sub_ne_zero.2 hY))
  rw [splitting_eq, h2]
  exact Real.sqrt_lt_sqrt (by linarith) (by nlinarith)
```

For $L\neq0$ and $Y\ne2$ we have $d^2>0$, so $R>4(X-L^2)$, and taking square roots preserves the strict inequality. At $Y=2$ the diagonal entries are equal, and the formula for $g$ gives exactly $2\sqrt{X-L^2}$.

## Strong coupling

```lean
/-- For `L > 0`, `L² ≤ X` and `Y > 2`, the splitting minus `L(Y-2)` lies between `0` and
`2(X-L²)/(L(Y-2))`. -/
theorem case_a_bound {L X Y : ℝ} (hL : 0 < L) (h : L ^ 2 ≤ X) (hY : 2 < Y) :
    0 ≤ splitting L X Y - L * (Y - 2) ∧
      splitting L X Y - L * (Y - 2) ≤ 2 * (X - L ^ 2) / (L * (Y - 2)) := by
  have hd : 0 < L * (Y - 2) := mul_pos hL (sub_pos.2 hY)
  have hr := Real.sq_sqrt (radicand_nonneg h Y)
  rw [splitting_eq]
  constructor
  · exact sub_nonneg.2 ((Real.le_sqrt' hd).2 (by nlinarith))
  · -- the bound is the nonnegativity of a square
    rw [le_div_iff₀ hd]
    nlinarith [sq_nonneg (√(4 * X + L ^ 2 * (Y * (Y - 4))) - L * (Y - 2))]
```

Now $L>0$ and $Y>2$, so $d>0$. From $g^2=d^2+4(X-L^2)$ follows $g\ge d$. For the upper bound, expand $(g-d)^2\ge0$:
$$2gd\le g^2+d^2=2d^2+4(X-L^2).$$
Hence $(g-d)\,d\le2(X-L^2)$, and dividing by $d$ gives the claim. In the code, `le_div_iff₀` clears the denominator and `nlinarith` receives the square.

In floating-point work at large $Y$, computing $g-d$ by subtraction loses digits; the equivalent form $4(X-L^2)/(g+d)$ does not have that cancellation.

```lean
/-- Case (a), for fixed `L > 0` and `X` with `L² ≤ X`: the splitting minus `L(Y-2)` tends to zero as
`Y → ∞`, and the splitting minus `L(2-Y)` tends to zero as `Y → -∞`. -/
theorem case_a_limits {L X : ℝ} (hL : 0 < L) (h : L ^ 2 ≤ X) :
    Tendsto (fun Y => splitting L X Y - L * (Y - 2)) atTop (𝓝 0) ∧
      Tendsto (fun Y => splitting L X Y - L * (2 - Y)) atBot (𝓝 0) := by
  have h2 : Tendsto (fun Y : ℝ => Y - 2) atTop atTop := by
    simpa only [sub_eq_add_neg, id_eq] using
      tendsto_atTop_add_const_right atTop (-2 : ℝ) tendsto_id
  have hA : Tendsto (fun Y => splitting L X Y - L * (Y - 2)) atTop (𝓝 0) := by
    refine squeeze_zero' ?_ ?_
      ((h2.const_mul_atTop hL).const_div_atTop (2 * (X - L ^ 2)))
    · filter_upwards [eventually_gt_atTop (2 : ℝ)] with Y hY
      exact (case_a_bound hL h hY).1
    · filter_upwards [eventually_gt_atTop (2 : ℝ)] with Y hY
      exact (case_a_bound hL h hY).2
  refine ⟨hA, ?_⟩
  -- the splitting is unchanged under the reflection of Y into 4 - Y
  have h4 : Tendsto (fun Y : ℝ => 4 + -Y) atBot atTop :=
    tendsto_atTop_add_const_left atBot (4 : ℝ) tendsto_neg_atBot_atTop
  refine (hA.comp h4).congr fun Y => ?_
  simp only [Function.comp_apply, splitting_eq]
  rw [show 4 * X + L ^ 2 * ((4 + -Y) * (4 + -Y - 4)) =
    4 * X + L ^ 2 * (Y * (Y - 4)) by ring]
  ring

end

end DoubletHundCases
```

`Tendsto f atTop (𝓝 0)` says that $f(Y)\to0$ as $Y\to\infty$; `atBot` stands for $Y\to-\infty$. Here $L$ and $X$, and so $J$, stay fixed. The excess $g-d$ lies between $0$ and a bound that tends to zero, and `squeeze_zero'` draws the conclusion, needing the bounds only for $Y>2$.

For the inverted limit, replacing $Y$ by $4-Y$ leaves $R$ unchanged and turns $L(Y-2)$ into $L(2-Y)$. For a Π state the splitting thus approaches $|A-2B|$ in ordinary energy units, the separation of the two case (a) diagonal energies.

```lean
#print axioms DoubletHundCases.doublet_pi_energies
#print axioms DoubletHundCases.case_b_terms
#print axioms DoubletHundCases.splitting_gt_of_ne_two
#print axioms DoubletHundCases.case_a_limits
```

```
'DoubletHundCases.doublet_pi_energies' depends on axioms: [propext, Classical.choice, Quot.sound]
'DoubletHundCases.case_b_terms' depends on axioms: [propext, Classical.choice, Quot.sound]
'DoubletHundCases.splitting_gt_of_ne_two' depends on axioms: [propext, Classical.choice, Quot.sound]
'DoubletHundCases.case_a_limits' depends on axioms: [propext, Classical.choice, Quot.sound]
```
